# With a constant nonzero heat capacity difference, a Gibbs–Helmholtz free energy vanishes at no more than two temperatures

A simulation gives the free energy difference between two crystal phases A and B of a substance at one temperature, and the question is which of them is more stable at another. A thermodynamic cycle connects the two phases at both temperatures, and its temperature legs supply the change. At a temperature where the free energy difference is zero, the two phases are in equilibrium. At ordinary pressure, iron changes from a body-centred to a face-centred cubic crystal on heating, and back to a body-centred one on further heating. Could there be a third such temperature for a pair of phases?

Let $G(T)$ be the Gibbs free energy of phase B minus that of phase A, for the same amount of substance and at the same fixed pressure, and $H(T)$ the corresponding enthalpy difference. Textbooks usually write these as $\Delta G$ and $\Delta H$. The heat capacity difference $\Delta C_p$ is written $C$ here and is taken to be constant. This means that its own variation with temperature is neglected. If $C$ is constant only on an interval of temperatures, the bound below counts only the zeros in that interval, and others may lie outside it. With $H_0$ the enthalpy difference at a reference temperature $T_0>0$,

$$H(T)=H_0+C(T-T_0),\qquad \frac{d}{dT}\frac{G(T)}{T}=-\frac{H(T)}{T^2}\quad (T>0).$$

The second relation is the Gibbs–Helmholtz equation. It follows from $G=H-TS$ and $dG/dT=-S$ at fixed pressure, where $S$ is the entropy difference. The claim is that

$$G(T)=G(T_0)\frac{T}{T_0}+H_0\Big(1-\frac{T}{T_0}\Big)+C\Big(T-T_0-T\ln\frac{T}{T_0}\Big),$$

and that for $C\neq0$ there are at most two temperatures $T>0$ with $G(T)=0$.

## Integrating the enthalpy and counting the zeros

Split the enthalpy as $H(t)=(H_0-CT_0)+Ct$ and integrate from $T_0$ to $T$:

$$\frac{G(T)}{T}-\frac{G(T_0)}{T_0}=-\int_{T_0}^{T}\Big(\frac{H_0-CT_0}{t^2}+\frac{C}{t}\Big)dt=(H_0-CT_0)\Big(\frac1T-\frac1{T_0}\Big)-C\ln\frac{T}{T_0}.$$

Multiplication by $T$ gives

$$G(T)=G(T_0)\frac{T}{T_0}+(H_0-CT_0)\Big(1-\frac{T}{T_0}\Big)-CT\ln\frac{T}{T_0}.$$

Since $-CT_0(1-T/T_0)=C(T-T_0)$, this is the stated formula.

For the zeros, let $0<a<b$. The mean value theorem for $G/T$ gives a temperature $\xi$ strictly between $a$ and $b$ with

$$\frac{G(b)}{b}-\frac{G(a)}{a}=-\frac{H(\xi)}{\xi^2}(b-a).$$

If $G(a)=G(b)=0$, the left side is zero, so $H(\xi)=0$. Three zeros $a<b<c$ of $G$ would therefore give $H(\xi)=H(\eta)=0$ with $a<\xi<b<\eta<c$. Subtracting the two equations leaves $C(\eta-\xi)=0$, which is impossible for $C\neq0$ and $\xi<\eta$. If $C$, $H_0$ and $G(T_0)$ are all zero, $G$ vanishes at every temperature; the condition $C\ne0$ excludes this case.

Two zeros do occur. Take $T_0=a$, $G(a)=0$ and a second temperature $b\neq a$. Setting $G(b)=0$ in the formula and solving for the reference enthalpy gives

$$H_0=\frac{C\,a\,\big(b-a-b\ln(b/a)\big)}{b-a}.$$

Finally, let $C>0$, let $a<b$ be zeros of $G$, and suppose $G(x)\le0$ for some $x$ between them. Then $G/T$ does not rise overall from $a$ to $x$, so $H(\xi)\ge0$ for some $\xi$ in $(a,x)$. It does not fall overall from $x$ to $b$, so $H(\eta)\le0$ for some $\eta$ in $(x,b)$. But $H$ increases with temperature and $\xi<\eta$, a contradiction. Hence $G>0$ between the zeros: phase A is the more stable of the two there.

## The differential relation and the named functions

In Lean 4 with Mathlib:

```lean
import Mathlib

open Set

namespace TemperatureLeg

noncomputable section
```

The Gibbs–Helmholtz equation is a predicate on two real functions.

```lean
/-- The Gibbs-Helmholtz equation: at every temperature `T > 0` the function `G / T` has
derivative `-H / T ^ 2`. -/
def GibbsHelmholtz (G H : ℝ → ℝ) : Prop :=
  ∀ T : ℝ, 0 < T → HasDerivAt (fun t => G t / t) (-(H T / T ^ 2)) T
```

`HasDerivAt` states both that $G/T$ is differentiable at $T$ and what its derivative is. Differentiability of $G$ itself for $T>0$ follows, because $G$ is $T$ times this quotient. Nothing is required at $T\le0$.

```lean
/-- The enthalpy difference with constant heat capacity difference `C` and value `H0` at `T0`. -/
def enthalpy (H0 C T0 T : ℝ) : ℝ := H0 + C * (T - T0)
```

Here `H0`, `C` and `T0` are the $H_0$, $C$ and $T_0$ above, and the last argument is the running temperature.

```lean
/-- The integrated free-energy curve with reference values `G0` and `H0` at `T0`,
for temperatures `T > 0` and `T0 > 0`. -/
def freeEnergyCurve (G0 H0 C T0 T : ℝ) : ℝ :=
  G0 * (T / T0) + H0 * (1 - T / T0) + C * (T - T0 - T * Real.log (T / T0))
```

In this closed curve, `G0` stands for the value $G(T_0)$.

```lean
/-- The positive temperatures at which the free-energy difference `G` vanishes. -/
def crossings (G : ℝ → ℝ) : Set ℝ := {T | 0 < T ∧ G T = 0}
```

A crossing is a positive temperature at which $G$ vanishes, whether or not $G$ changes sign there.

In these definitions $G$ and $H$ are plain real functions. That a simulated or measured free-energy difference obeys the relation with a constant $C$ must come from thermodynamics and from data on the system. A crossing found from the formula may also lie at a temperature where both phases would already have melted.

## The closed formula from uniqueness

Instead of evaluating an integral, the formal proof differentiates the proposed answer and then shows that the solution is unique.

```lean
/-- For `T0 > 0` the integrated curve satisfies the Gibbs-Helmholtz equation with the
enthalpy of constant heat capacity. -/
theorem freeEnergyCurve_gibbsHelmholtz (G0 H0 C : ℝ) {T0 : ℝ} (h0 : 0 < T0) :
    GibbsHelmholtz (freeEnergyCurve G0 H0 C T0) (enthalpy H0 C T0) := by
  intro T hT
  have hlog : HasDerivAt (fun t => Real.log (t / T0)) (1 / T) T := by
    have hne : T / T0 ≠ 0 := (div_pos hT h0).ne'
    exact (((hasDerivAt_id' T).div_const T0).log hne).congr_deriv (by field_simp)
  have hinv : HasDerivAt (fun t : ℝ => t⁻¹) (-(T ^ 2)⁻¹) T := hasDerivAt_inv hT.ne'
  -- divided by the temperature, the curve is a constant, a multiple of 1/t and a logarithm
  have h := ((hinv.const_mul (H0 - C * T0)).fun_sub (hlog.const_mul C)).const_add
    (G0 / T0 - H0 / T0 + C)
  refine (h.congr_of_eventuallyEq ?_).congr_deriv ?_
  · filter_upwards [lt_mem_nhds hT] with t ht
    have ht' : t ≠ 0 := ht.ne'
    simp only [freeEnergyCurve]
    generalize Real.log (t / T0) = L
    field_simp
    ring
  · simp only [enthalpy]
    field_simp
    ring
```

Divided by $t$, the curve is

$$\Big(\frac{G_0}{T_0}-\frac{H_0}{T_0}+C\Big)+\frac{H_0-CT_0}{t}-C\ln\frac{t}{T_0}.$$

The terms `hinv` and `hlog` supply the derivatives of $1/t$ and of the logarithm. The first bullet checks that this expression equals the quotient for all $t$ near $T$, and the second that the derivative is $-H(T)/T^2$. The theorem also shows that the relation has a solution for every choice of $G_0$, $H_0$ and $C$.

```lean
/-- Two free energies that obey the Gibbs-Helmholtz equation with the same enthalpy and agree at
one temperature `T0 > 0` agree at every positive temperature. -/
theorem gibbsHelmholtz_unique {G₁ G₂ H : ℝ → ℝ} {T0 T : ℝ} (h₁ : GibbsHelmholtz G₁ H)
    (h₂ : GibbsHelmholtz G₂ H) (h0 : 0 < T0) (heq : G₁ T0 = G₂ T0) (hT : 0 < T) :
    G₁ T = G₂ T := by
  -- the difference of the two functions G/T has zero derivative
  have hd : ∀ t ∈ Ioi (0 : ℝ),
      HasDerivWithinAt (fun t => G₁ t / t - G₂ t / t) 0 (Ioi 0) t := fun t ht =>
    (((h₁ t ht).fun_sub (h₂ t ht)).congr_deriv (sub_self _)).hasDerivWithinAt
  have hb := Convex.norm_image_sub_le_of_norm_hasDerivWithin_le (C := 0) (f' := fun _ => 0)
    hd (fun _ _ => by simp) (convex_Ioi (0 : ℝ)) (mem_Ioi.mpr h0) (mem_Ioi.mpr hT)
  rw [zero_mul] at hb
  have hc : G₁ T / T - G₂ T / T - (G₁ T0 / T0 - G₂ T0 / T0) = 0 := norm_le_zero_iff.mp hb
  have e : G₁ T / T = G₂ T / T := by
    rw [heq] at hc
    linarith
  exact (div_left_inj' hT.ne').mp e
```

This holds for any enthalpy function. The difference of the two quotients has derivative zero on $(0,\infty)$, and the mean value inequality with bound $0$ makes it constant. It is zero at $T_0$, hence zero at $T$, and the common denominator cancels.

```lean
/-- The integrated Gibbs-Helmholtz equation: with constant heat capacity difference `C`, the free
energy at any `T > 0` follows from the free energy and enthalpy at a reference `T0 > 0`. -/
theorem freeEnergy_eq {G : ℝ → ℝ} {H0 C T0 T : ℝ}
    (h : GibbsHelmholtz G (enthalpy H0 C T0)) (h0 : 0 < T0) (hT : 0 < T) :
    G T = G T0 * (T / T0) + H0 * (1 - T / T0)
      + C * (T - T0 - T * Real.log (T / T0)) :=
  gibbsHelmholtz_unique h (freeEnergyCurve_gibbsHelmholtz (G T0) H0 C h0) h0
    (by simp [freeEnergyCurve, h0.ne']) hT
```

The formula follows by comparing $G$ with the curve that has `G0` equal to `G T0`; `simp` checks that the two agree at $T_0$. The theorem holds for every real $C$, including zero. In a free-energy calculation it carries a result from the simulated temperature to another one, provided the heat capacity difference is constant. The theorem assumes this at all positive temperatures, although the integral above uses only those between $T_0$ and $T$.

## At most two crossings

```lean
/-- If `G` and `H` obey the Gibbs-Helmholtz equation, then between two temperatures `0 < a < b`
there is one whose enthalpy gives the whole change of `G / T` from `a` to `b`. -/
theorem exists_mean_enthalpy {G H : ℝ → ℝ} {a b : ℝ} (h : GibbsHelmholtz G H)
    (ha : 0 < a) (hab : a < b) :
    ∃ ξ ∈ Ioo a b, G b / b - G a / a = -(H ξ / ξ ^ 2) * (b - a) := by
  obtain ⟨ξ, hξ, e⟩ := exists_hasDerivAt_eq_slope (fun t => G t / t)
    (fun t => -(H t / t ^ 2)) hab
    (fun t ht => (h t (ha.trans_le ht.1)).continuousAt.continuousWithinAt)
    (fun t ht => h t (ha.trans ht.1))
  exact ⟨ξ, hξ, ((eq_div_iff (sub_pos.mpr hab).ne').mp e).symm⟩
```

This is the mean value theorem for $G/T$, with the slope equation multiplied by $b-a$.

```lean
/-- If `G` and `H` obey the Gibbs-Helmholtz equation, then strictly between two distinct positive
temperatures at which the free energy `G` vanishes, the enthalpy `H` vanishes somewhere. -/
theorem exists_enthalpy_eq_zero {G H : ℝ → ℝ} {a b : ℝ} (h : GibbsHelmholtz G H)
    (ha : a ∈ crossings G) (hb : b ∈ crossings G) (hab : a < b) :
    ∃ ξ ∈ Ioo a b, H ξ = 0 := by
  obtain ⟨ha0, hGa⟩ := ha
  obtain ⟨_, hGb⟩ := hb
  obtain ⟨ξ, hξ, e⟩ := exists_mean_enthalpy h ha0 hab
  rw [hGa, hGb, zero_div, zero_div, sub_zero] at e
  have hq := (mul_eq_zero.mp e.symm).resolve_right (sub_pos.mpr hab).ne'
  have hξ0 : ξ ^ 2 ≠ 0 := pow_ne_zero 2 (ha0.trans hξ.1).ne'
  exact ⟨ξ, hξ, (div_eq_zero_iff.mp (neg_eq_zero.mp hq)).resolve_right hξ0⟩
```

At two crossings the left side is zero. The proof removes the nonzero factors $b-a$ and $1/\xi^2$ in turn, which leaves $H(\xi)=0$.

```lean
/-- With a constant nonzero heat capacity difference, a free energy that obeys the Gibbs-Helmholtz
equation does not vanish at three distinct positive temperatures. -/
theorem not_three_crossings {G : ℝ → ℝ} {H0 C T0 x y z : ℝ} (hC : C ≠ 0)
    (h : GibbsHelmholtz G (enthalpy H0 C T0)) (hx : x ∈ crossings G) (hy : y ∈ crossings G)
    (hz : z ∈ crossings G) (hxy : x ≠ y) (hxz : x ≠ z) (hyz : y ≠ z) : False := by
  -- three ordered crossings would give two zeros of a linear enthalpy
  have key : ∀ a b c : ℝ, a ∈ crossings G → b ∈ crossings G → c ∈ crossings G →
      a < b → b < c → False := by
    intro a b c ha hb hc hab hbc
    obtain ⟨ξ, hξ, e₁⟩ := exists_enthalpy_eq_zero h ha hb hab
    obtain ⟨η, hη, e₂⟩ := exists_enthalpy_eq_zero h hb hc hbc
    simp only [enthalpy] at e₁ e₂
    have hm : C * (η - ξ) = 0 := by linear_combination e₂ - e₁
    have hs := (mul_eq_zero.mp hm).resolve_left hC
    linarith [hξ.2, hη.1]
  rcases lt_or_gt_of_ne hxy with h1 | h1
  · rcases lt_or_gt_of_ne hyz with h3 | h3
    · exact key x y z hx hy hz h1 h3
    · rcases lt_or_gt_of_ne hxz with h2 | h2
      · exact key x z y hx hz hy h2 h3
      · exact key z x y hz hx hy h2 h1
  · rcases lt_or_gt_of_ne hxz with h2 | h2
    · exact key y x z hy hx hz h1 h2
    · rcases lt_or_gt_of_ne hyz with h3 | h3
      · exact key y z x hy hz hx h3 h2
      · exact key z y x hz hy hx h3 h1
```

The inner statement `key` is the argument for three ordered crossings: `linear_combination` subtracts the two enthalpy equations, and `linarith` finds the conflict with $\xi<b<\eta$. The case distinctions that follow put $x$, $y$ and $z$ in order.

```lean
/-- With a constant nonzero heat capacity difference, a free energy that obeys the Gibbs-Helmholtz
equation vanishes at no more than two positive temperatures. -/
theorem crossings_encard_le_two {G : ℝ → ℝ} {H0 C T0 : ℝ} (hC : C ≠ 0)
    (h : GibbsHelmholtz G (enthalpy H0 C T0)) : (crossings G).encard ≤ 2 := by
  by_contra hn
  have h3 : (3 : ℕ∞) ≤ (crossings G).encard := by
    rw [show (3 : ℕ∞) = 2 + 1 by norm_num]
    exact Order.add_one_le_of_lt (not_le.mp hn)
  obtain ⟨t, hts, ht⟩ := exists_subset_encard_eq h3
  obtain ⟨x, y, z, hxy, hxz, hyz, rfl⟩ := encard_eq_three.mp ht
  exact not_three_crossings hC h (hts (by simp)) (hts (by simp)) (hts (by simp)) hxy hxz hyz
```

`encard` is the number of elements of a set, with infinity allowed as a value, so the bound also says that the set of crossings is finite. If it failed, the set would contain three distinct elements, against the previous theorem. The reference temperature need not be positive here, since it only fixes the line $H(T)$.

## Two prescribed crossings and the sign between them

```lean
/-- The bound of two is attained: for distinct temperatures `a, b > 0` and any `C ≠ 0`, the curve
with zero free energy and the stated enthalpy at `a` vanishes at `a` and `b` and at no other
positive temperature. -/
theorem crossings_eq_pair {a b C : ℝ} (ha : 0 < a) (hb : 0 < b) (hab : a ≠ b) (hC : C ≠ 0) :
    crossings (freeEnergyCurve 0 (C * a * (b - a - b * Real.log (b / a)) / (b - a)) C a)
      = {a, b} := by
  have hba : b - a ≠ 0 := sub_ne_zero.mpr hab.symm
  have hA : a ∈ crossings
      (freeEnergyCurve 0 (C * a * (b - a - b * Real.log (b / a)) / (b - a)) C a) :=
    ⟨ha, by simp [freeEnergyCurve, ha.ne']⟩
  have hB : b ∈ crossings
      (freeEnergyCurve 0 (C * a * (b - a - b * Real.log (b / a)) / (b - a)) C a) := by
    refine ⟨hb, ?_⟩
    simp only [freeEnergyCurve]
    generalize b - a - b * Real.log (b / a) = L
    have e : C * a * L / (b - a) * (1 - b / a) = -(C * L) := by
      field_simp
      ring
    rw [e]
    ring
  ext T
  constructor
  · intro hT
    by_contra hn
    simp only [mem_insert_iff, mem_singleton_iff, not_or] at hn
    exact not_three_crossings hC (freeEnergyCurve_gibbsHelmholtz 0 _ C ha) hT hA hB
      hn.1 hn.2 hab
  · rintro (hT | hT)
    · rw [hT]
      exact hA
    · rw [mem_singleton_iff.mp hT]
      exact hB
```

The statement is an equality of sets: the curve with the reference enthalpy computed above vanishes at $a$ and $b$ and at no other positive temperature. `hA` and `hB` verify the two zeros, and a further one would contradict `not_three_crossings`. Either of $a$ and $b$ may be the larger.

```lean
/-- For a constant positive heat capacity difference, a free energy that obeys the Gibbs-Helmholtz
equation is positive strictly between two positive temperatures at which it vanishes. -/
theorem freeEnergy_pos_between {G : ℝ → ℝ} {H0 C T0 a b x : ℝ} (hC : 0 < C)
    (h : GibbsHelmholtz G (enthalpy H0 C T0)) (ha : a ∈ crossings G) (hb : b ∈ crossings G)
    (hax : a < x) (hxb : x < b) : 0 < G x := by
  obtain ⟨ha0, hGa⟩ := ha
  obtain ⟨_, hGb⟩ := hb
  have hx0 : 0 < x := ha0.trans hax
  by_contra hn
  have hq : G x / x ≤ 0 := div_nonpos_of_nonpos_of_nonneg (not_lt.mp hn) hx0.le
  obtain ⟨ξ, hξ, e₁⟩ := exists_mean_enthalpy h ha0 hax
  obtain ⟨η, hη, e₂⟩ := exists_mean_enthalpy h hx0 hxb
  rw [hGa, zero_div, sub_zero] at e₁
  rw [hGb, zero_div, zero_sub] at e₂
  -- a non-positive value at x would need an enthalpy that does not rise from ξ to η
  have s₁ : 0 ≤ enthalpy H0 C T0 ξ := by
    by_contra hs
    have hd := div_neg_of_neg_of_pos (not_le.mp hs) (pow_pos (ha0.trans hξ.1) 2)
    have hp := mul_pos (neg_pos.mpr hd) (sub_pos.mpr hax)
    linarith
  have s₂ : enthalpy H0 C T0 η ≤ 0 := by
    by_contra hs
    have hd := div_pos (not_le.mp hs) (pow_pos (hx0.trans hη.1) 2)
    have hp := mul_pos hd (sub_pos.mpr hxb)
    linarith
  simp only [enthalpy] at s₁ s₂
  have hp := mul_pos hC (sub_pos.mpr (hξ.2.trans hη.1))
  linarith

end

end TemperatureLeg
```

The proof assumes $G(x)\le0$ and applies `exists_mean_enthalpy` on each side of $x$. The steps `s₁` and `s₂` are the inequalities $H(\xi)\ge0$ and $H(\eta)\le0$, and the product $C(\eta-\xi)>0$ contradicts them. For two phases with a constant positive $C$ and two crossings, phase A is thus more stable than phase B at every temperature between them.

```lean
#print axioms TemperatureLeg.freeEnergy_eq
-- 'TemperatureLeg.freeEnergy_eq' depends on axioms: [propext, Classical.choice, Quot.sound]
#print axioms TemperatureLeg.crossings_encard_le_two
-- 'TemperatureLeg.crossings_encard_le_two' depends on axioms: [propext, Classical.choice, Quot.sound]
#print axioms TemperatureLeg.crossings_eq_pair
-- 'TemperatureLeg.crossings_eq_pair' depends on axioms: [propext, Classical.choice, Quot.sound]
#print axioms TemperatureLeg.freeEnergy_pos_between
-- 'TemperatureLeg.freeEnergy_pos_between' depends on axioms: [propext, Classical.choice, Quot.sound]
```
